# For a finite sinc expansion, $x\psi(x)$ is square integrable exactly when the alternating coefficient sum vanishes

To say that a spread is infinite, one needs a second moment that can take infinity as a value. The second moments below are therefore elements of $[0,\infty]$: one is a Lebesgue integral of a nonnegative function, the other a sum over all grid points. Lean's real-valued integral would not do, because it returns zero for a function that is not integrable.

Let $s(x)=\sin(\pi x)/(\pi x)$ with $s(0)=1$ be the sinc function on a grid of unit spacing. Let $S$ be a finite set of integers, let $c_j$ be real coefficients, and put

$$\psi(x)=\sum_{j\in S}c_j\,s(x-j),\qquad A=\sum_{j\in S}(-1)^j c_j .$$

For every real centre $a$ and every real $x$,

$$(x-a)\,\psi(x)=A\,\frac{\sin(\pi x)}{\pi}+\sum_{j\in S}(j-a)\,c_j\,s(x-j).$$

The last sum is square integrable and the sine wave is not, so $(x-a)\psi(x)$ is square integrable if and only if $A=0$. If $A\neq0$, the second moment $\int(x-a)^2\psi(x)^2\,dx$ is infinite about every centre, while the grid second moment is the finite number $\sum_{j\in S}(j-a)^2c_j^2$. Physically, $A$ is the limit of the Fourier transform $\int\psi(x)\,e^{-ikx}\,dx$ as $k$ rises to $\pi$, the largest wave number that the grid carries; beyond it the transform is zero.

## Diagonal position matrices in sinc codes

A sinc-basis code commonly represents the position operator by a diagonal matrix of grid positions, so that multiplying an orbital by $x$ becomes multiplying $c_j$ by $j$. For a one-particle function on an unbounded line with finitely many coefficients, this replacement reproduces the function $x\psi(x)$ exactly when $A=0$. Otherwise it drops the term $A\sin(\pi x)/\pi$, which vanishes at every grid point and so leaves no trace in the grid values.

The consequence for a spread computed as $\sum_j(j-a)^2c_j^2$ is that a finite, converged-looking number may belong to a function whose spread is infinite. A small $A$ does not help: any nonzero value makes the moment diverge. The divergence belongs to the sinc expansion $\psi$ itself. If $\psi$ approximates a smooth, rapidly decaying orbital, the grid sum can still be an accurate value for the spread of that orbital. A single sinc function $s(x-j)$ has $A=(-1)^j$ and no finite spread, although its grid second moment about its own centre $j$ is zero. The normalised pair $(s(x)+s(x-1))/\sqrt2$ has $A=0$ and a finite spread.

## From one sine wave to an infinite moment

**The decomposition.** For all real $y$, $y\,s(y)=\sin(\pi y)/\pi$; at $y=0$ both sides are zero. With $y=x-j$ and $\sin(\pi x-j\pi)=(-1)^j\sin(\pi x)$ this gives

$$(x-j)\,s(x-j)=(-1)^j\,\frac{\sin(\pi x)}{\pi}.$$

Write $x-a=(x-j)+(j-a)$ in each term of $(x-a)\psi(x)$. The first parts add up to $A\sin(\pi x)/\pi$, and the second parts form the finite sum

$$R(x)=\sum_{j\in S}(j-a)\,c_j\,s(x-j).$$

**The sinc part is square integrable.** We have $s(x)^2\le1$ and $(x\,s(x))^2=\sin^2(\pi x)/\pi^2\le1$. Adding the two gives $(1+x^2)\,s(x)^2\le2$, hence

$$s(x)^2\le\frac{2}{1+x^2},$$

and the right-hand side is integrable. Translation does not change this, and a finite linear combination of square-integrable functions is square integrable. So $R$ is.

**The sine wave is not.** Suppose that $\sin^2(\pi x)$ were integrable over the line. Its translate by one half would be integrable too, and so would the sum

$$\sin^2(\pi x)+\sin^2\!\big(\pi(x-\tfrac12)\big)=\sin^2(\pi x)+\cos^2(\pi x)=1.$$

But the constant 1 is not integrable over the whole line.

**The equivalence.** If $A=0$, then $(x-a)\psi(x)=R(x)$, which is square integrable. If $A\neq0$ and $(x-a)\psi(x)$ were square integrable, then so would be

$$\frac{\pi}{A}\big((x-a)\psi(x)-R(x)\big)=\sin(\pi x),$$

a contradiction. Since $(x-a)\psi(x)$ is continuous, the only way for it to fail to be square integrable is that the integral of its square is infinite.

**The grid moment.** For integers $n\neq j$, $(n-j)\,s(n-j)=\sin(\pi(n-j))/\pi=0$, so $s(n-j)=0$; for $n=j$ the value is 1. Hence $\psi(n)=c_n$ for $n\in S$ and $\psi(n)=0$ for all other integers. The sum of $(n-a)^2\psi(n)^2$ over all $n$ reduces to $\sum_{j\in S}(j-a)^2c_j^2$.

**The position rule.** With $a=0$, the equation $x\psi(x)=\sum_{j\in S} j\,c_j\,s(x-j)$ holds for all $x$ if and only if $A\sin(\pi x)/\pi=0$ for all $x$. At $x=1/2$ this reads $A/\pi=0$.

## The Lean file

```lean
import Mathlib

open MeasureTheory Real

namespace SincSpread

noncomputable section

/-- The sinc basis function `s(x) = sin(πx)/(πx)` on a grid of unit spacing, with `s(0) = 1`. -/
def s (x : ℝ) : ℝ := Real.sinc (π * x)

/-- The function `ψ(x) = ∑ c_j s(x - j)` with coefficients on a finite set `S` of grid points. -/
def wave (S : Finset ℤ) (c : ℤ → ℝ) (x : ℝ) : ℝ := ∑ j ∈ S, c j * s (x - j)

/-- The alternating sum `∑ (-1)^j c_j` of the coefficients. -/
def altSum (S : Finset ℤ) (c : ℤ → ℝ) : ℝ := ∑ j ∈ S, (-1 : ℝ) ^ j * c j

/-- The second moment `∫ (x - a)² f(x)² dx` about the centre `a`, a value in `[0, ∞]`. -/
def secondMoment (f : ℝ → ℝ) (a : ℝ) : ENNReal :=
  ∫⁻ x, ENNReal.ofReal (((x - a) * f x) ^ 2)

/-- The grid second moment `∑ (n - a)² f(n)²` over all integers `n`, a value in `[0, ∞]`. -/
def gridSecondMoment (f : ℝ → ℝ) (a : ℝ) : ENNReal :=
  ∑' n : ℤ, ENNReal.ofReal ((((n : ℝ) - a) * f n) ^ 2)

/-- Multiplying the sinc function by its argument leaves a pure sine wave. -/
theorem mul_s (y : ℝ) : y * s y = sin (π * y) / π := by
  by_cases h : y = 0
  · simp [h]
  · rw [s, Real.sinc_of_ne_zero (mul_ne_zero Real.pi_ne_zero h)]
    field_simp

/-- The function `(x - a) ψ(x)` is a sine wave weighted by the alternating sum, plus a
finite sinc expansion with coefficients `(j - a) c_j`. -/
theorem position_decomposition (S : Finset ℤ) (c : ℤ → ℝ) (a x : ℝ) :
    (x - a) * wave S c x =
      altSum S c * (sin (π * x) / π) + ∑ j ∈ S, ((j : ℝ) - a) * c j * s (x - j) := by
  rw [wave, altSum, Finset.mul_sum, Finset.sum_mul, ← Finset.sum_add_distrib]
  refine Finset.sum_congr rfl fun j _ => ?_
  -- all shifted sines agree up to the sign (-1)^j
  have h : (x - j) * s (x - j) = (-1 : ℝ) ^ j * (sin (π * x) / π) := by
    rw [mul_s, show π * (x - j) = π * x - j * π by ring, Real.sin_sub_int_mul_pi]
    ring
  linear_combination c j * h

/-- Every shifted sinc function is square integrable on the real line. -/
theorem memLp_s (b : ℝ) : MemLp (fun x => s (x - b)) 2 volume := by
  have hs : Continuous s := Real.continuous_sinc.comp (continuous_const.mul continuous_id)
  -- the square of s is dominated by a Lorentzian
  have key : ∀ x, ‖s x ^ 2‖ ≤ 2 * (1 + x ^ 2)⁻¹ := by
    intro x
    rw [Real.norm_of_nonneg (sq_nonneg _), ← div_eq_mul_inv, le_div_iff₀ (by positivity)]
    have h1 : s x ^ 2 ≤ 1 := (sq_le_one_iff_abs_le_one _).2 (Real.abs_sinc_le_one _)
    have h2 : (x * s x) ^ 2 ≤ 1 := by
      rw [mul_s, div_pow, div_le_one (by positivity)]
      nlinarith [Real.sin_sq_le_one (π * x), Real.pi_gt_three]
    nlinarith [h1, h2]
  have hi : Integrable (fun x => s x ^ 2) volume :=
    (integrable_inv_one_add_sq.const_mul 2).mono'
      (hs.pow 2).aestronglyMeasurable (ae_of_all _ key)
  have hc : Continuous fun x => s (x - b) :=
    hs.comp (continuous_id.sub continuous_const)
  exact (memLp_two_iff_integrable_sq hc.aestronglyMeasurable).2 (hi.comp_sub_right b)

/-- The sine wave `sin(πx)` is not square integrable on the real line. -/
theorem not_memLp_sin : ¬ MemLp (fun x : ℝ => sin (π * x)) 2 volume := by
  intro h
  have hi := (memLp_two_iff_integrable_sq h.1).1 h
  -- a shift by half a grid spacing turns sin² into cos², and the two add up to 1
  have h1 : Integrable (fun _ : ℝ => (1 : ℝ)) volume := by
    refine (hi.add (hi.comp_sub_right (1 / 2))).congr (ae_of_all _ fun x => ?_)
    show sin (π * x) ^ 2 + sin (π * (x - 1 / 2)) ^ 2 = 1
    rw [show π * (x - 1 / 2) = π * x - π / 2 by ring, Real.sin_sub_pi_div_two, neg_sq,
      Real.sin_sq_add_cos_sq]
  rcases integrable_const_iff.1 h1 with h0 | hfin
  · exact one_ne_zero h0
  · have := hfin
    exact absurd (measure_lt_top (volume : Measure ℝ) Set.univ) (by simp)

/-- For any centre `a`, the function `(x - a) ψ(x)` is square integrable on the real line
if and only if the alternating sum `∑ (-1)^j c_j` vanishes. -/
theorem memLp_position_iff (S : Finset ℤ) (c : ℤ → ℝ) (a : ℝ) :
    MemLp (fun x => (x - a) * wave S c x) 2 volume ↔ altSum S c = 0 := by
  have hR : MemLp (fun x => ∑ j ∈ S, ((j : ℝ) - a) * c j * s (x - j)) 2 volume :=
    MeasureTheory.memLp_finsetSum S fun j _ => (memLp_s (j : ℝ)).const_mul (((j : ℝ) - a) * c j)
  constructor
  · intro h
    by_contra hA
    -- subtracting the square-integrable part isolates the sine wave
    refine not_memLp_sin
      (((h.sub hR).const_mul (π / altSum S c)).ae_eq (ae_of_all _ fun x => ?_))
    show π / altSum S c * ((x - a) * wave S c x -
      ∑ j ∈ S, ((j : ℝ) - a) * c j * s (x - j)) = sin (π * x)
    rw [position_decomposition, add_sub_cancel_right]
    field_simp
  · intro hA
    have e : ∀ x, ∑ j ∈ S, ((j : ℝ) - a) * c j * s (x - j) = (x - a) * wave S c x := by
      intro x
      rw [position_decomposition, hA]
      ring
    exact hR.ae_eq (ae_of_all _ e)

/-- If the alternating sum is nonzero, the second moment of `ψ` about every centre is infinite. -/
theorem secondMoment_eq_top (S : Finset ℤ) (c : ℤ → ℝ) (a : ℝ) (hA : altSum S c ≠ 0) :
    secondMoment (wave S c) a = ⊤ := by
  by_contra h
  have hs : Continuous s := Real.continuous_sinc.comp (continuous_const.mul continuous_id)
  have hw : Continuous (wave S c) := continuous_finsetSum S fun j _ =>
    continuous_const.mul (hs.comp (continuous_id.sub continuous_const))
  have hc : Continuous fun x => (x - a) * wave S c x :=
    (continuous_id.sub continuous_const).mul hw
  -- a finite second moment would make (x - a) ψ(x) square integrable
  refine hA ((memLp_position_iff S c a).1
    ((memLp_two_iff_integrable_sq hc.aestronglyMeasurable).2
      ⟨(hc.pow 2).aestronglyMeasurable, ?_⟩))
  exact (hasFiniteIntegral_iff_ofReal (ae_of_all _ fun x => sq_nonneg _)).2
    (lt_top_iff_ne_top.2 h)

/-- At a grid point `n` the function `ψ` takes the value `c_n`, or zero if `n` is not in `S`. -/
theorem wave_grid (S : Finset ℤ) (c : ℤ → ℝ) (n : ℤ) :
    wave S c n = if n ∈ S then c n else 0 := by
  have h : ∀ j ∈ S, c j * s ((n : ℝ) - j) = if n = j then c j else 0 := by
    intro j _
    split_ifs with hj
    · subst hj
      simp [s]
    · have h0 := mul_s ((n - j : ℤ) : ℝ)
      rw [mul_comm π, Real.sin_int_mul_pi, zero_div] at h0
      have h1 := (mul_eq_zero.1 h0).resolve_left (Int.cast_ne_zero.2 (sub_ne_zero.2 hj))
      rw [← Int.cast_sub, h1, mul_zero]
  rw [wave, Finset.sum_congr rfl h, Finset.sum_ite_eq]

/-- The grid second moment of `ψ` is always the finite number `∑ (j - a)² c_j²`. -/
theorem gridSecondMoment_eq (S : Finset ℤ) (c : ℤ → ℝ) (a : ℝ) :
    gridSecondMoment (wave S c) a =
      ENNReal.ofReal (∑ j ∈ S, (((j : ℝ) - a) * c j) ^ 2) := by
  rw [gridSecondMoment, tsum_eq_sum (s := S) (fun n hn => by simp [wave_grid, hn]),
    ENNReal.ofReal_sum_of_nonneg fun j _ => sq_nonneg _]
  refine Finset.sum_congr rfl fun j hj => ?_
  rw [wave_grid, if_pos hj]

/-- Multiplying `ψ` by `x` amounts to multiplying each coefficient `c_j` by its grid
position `j` if and only if the alternating sum vanishes. -/
theorem grid_position_exact_iff (S : Finset ℤ) (c : ℤ → ℝ) :
    (∀ x, x * wave S c x = ∑ j ∈ S, (j : ℝ) * c j * s (x - j)) ↔ altSum S c = 0 := by
  have d := position_decomposition S c 0
  simp only [sub_zero] at d
  constructor
  · intro h
    -- at x = 1/2 the sine wave sin(πx) equals one
    have d2 := d (1 / 2)
    rw [h, show π * (1 / 2) = π / 2 by ring, Real.sin_pi_div_two] at d2
    have h0 : altSum S c * (1 / π) = 0 := by linarith
    exact (mul_eq_zero.1 h0).resolve_right (one_div_ne_zero Real.pi_ne_zero)
  · intro hA x
    rw [d, hA]
    ring

/-- For any centre `a`, the product of `x - a` with a single sinc function is not square
integrable, but its product with the sum of two neighbouring sinc functions is. -/
theorem single_and_pair (a : ℝ) :
    ¬ MemLp (fun x => (x - a) * s x) 2 volume ∧
      MemLp (fun x => (x - a) * (s x + s (x - 1))) 2 volume := by
  constructor
  · intro h
    have h1 := (memLp_position_iff {0} (fun _ => 1) a).1 (by simpa [wave] using h)
    simp [altSum] at h1
  · have h2 := (memLp_position_iff {0, 1} (fun _ => 1) a).2 (by simp [altSum])
    simpa [wave] using h2

end

end SincSpread
```

```lean
#print axioms SincSpread.secondMoment_eq_top
-- 'SincSpread.secondMoment_eq_top' depends on axioms: [propext, Classical.choice, Quot.sound]
#print axioms SincSpread.gridSecondMoment_eq
-- 'SincSpread.gridSecondMoment_eq' depends on axioms: [propext, Classical.choice, Quot.sound]
#print axioms SincSpread.grid_position_exact_iff
-- 'SincSpread.grid_position_exact_iff' depends on axioms: [propext, Classical.choice, Quot.sound]
#print axioms SincSpread.single_and_pair
-- 'SincSpread.single_and_pair' depends on axioms: [propext, Classical.choice, Quot.sound]
```

## What the definitions and theorems say

`s` is Mathlib's `Real.sinc` evaluated at $\pi x$, which has the value 1 at the origin built in. `wave S c` is $\psi$ and `altSum S c` is $A$. The coefficient function `c` is defined on all integers, but only its values on the finite set `S` enter. The set may be empty; then $\psi=0$ and $A=0$.

`MemLp f 2 volume` says that `f` is square integrable with respect to length on the real line. `memLp_position_iff` is the equivalence for an arbitrary centre `a`, and `a = 0` gives the statement about $x\psi(x)$. `secondMoment_eq_top` says that the second moment equals `⊤`, the infinite element of `ENNReal`, whenever $A\neq0$. `gridSecondMoment_eq` gives the grid value with no condition on $A$. `grid_position_exact_iff` is the position rule, and `single_and_pair` contains the two examples, the single sinc function for $j=0$ and the pair without its factor $1/\sqrt2$.

## How the lemmas carry the argument

`mul_s` proves $y\,s(y)=\sin(\pi y)/\pi$ by treating $y=0$ separately. `position_decomposition` compares the two sides term by term; `Real.sin_sub_int_mul_pi` supplies the sign $(-1)^j$, and `linear_combination c j * h` does the splitting of $x-a$.

In `memLp_s` the statement `key` is the bound $2/(1+x^2)$, which `nlinarith` assembles from `h1` and `h2`. The step `mono'` turns the bound into integrability, and `comp_sub_right` handles the translation. `not_memLp_sin` builds the constant function 1 from the two squares and contradicts the infinite length of the line.

`memLp_position_iff` first shows in `hR` that $R$ is square integrable. One direction then subtracts $R$ and rescales by $\pi/A$ to reach `not_memLp_sin`; the other replaces $(x-a)\psi(x)$ by $R$. `secondMoment_eq_top` assumes a finite moment, uses continuity for measurability, and obtains $A=0$ from the equivalence. `wave_grid` evaluates $\psi$ at the integers, and `gridSecondMoment_eq` uses it to cut the infinite sum down to `S`. In `grid_position_exact_iff`, the evaluation at $x=1/2$ isolates $A$.

## Unit spacing, real coefficients and an unbounded line

The theorems concern one dimension, unit grid spacing, real coefficients and finitely many of them. For spacing $h$, lengths scale by $h$ and second moments of a normalised function by $h^2$, while the condition on $A$ stays the same. Infinite expansions are a different matter, since both $A$ and $R$ would then raise questions of convergence. Periodic sinc (psinc) functions live in a finite cell, where a second moment taken over the cell cannot diverge in this way.

Neither moment is divided by the squared norm of $\psi$. For $\psi\neq0$, the normalised values follow on division by $\int\psi^2\,dx=\sum_{j\in S}c_j^2$, which holds because the shifted sinc functions are orthonormal. The same orthonormality makes the true and the grid second moments equal when $A=0$; the file proves neither the orthonormality nor this equality, only that $(x-a)\psi(x)$ is then square integrable.
